# The zero-frequency self-energy pole of a particle-hole symmetric insulator with discrete levels

A half-filled band of non-interacting electrons is metallic, yet a strong local repulsion can open a gap at the chemical potential without any magnetic order. In dynamical mean-field theory (DMFT) this must show in the local self-energy, and the question is what a gapped spectrum implies for it at zero frequency.

In Lean 4 with Mathlib:

```lean
import Mathlib

open Filter Topology

namespace MottSelfEnergyPole

noncomputable section

variable {ι : Type*} [Fintype ι] {a e : ι → ℝ}

/-- The local Green function with poles at the energies `e i` and spectral weights `a i`. -/
def green (a e : ι → ℝ) (w : ℂ) : ℂ := ∑ i, (a i : ℂ) / (w - e i)

/-- The inverse-square moment `M = ∑ a i / (e i)²` of the spectrum. -/
def invSqMoment (a e : ι → ℝ) : ℝ := ∑ i, a i / e i ^ 2

/-- The DMFT self-energy on the Bethe lattice minus the chemical potential, `Σ = w - t² G - 1/G`,
with frequency measured from the chemical potential. -/
def selfEnergy (t : ℝ) (a e : ι → ℝ) (w : ℂ) : ℂ :=
  w - (t : ℂ) ^ 2 * green a e w - 1 / green a e w

/-- A normalised discrete spectrum with positive weights, no level at zero energy, and
particle-hole symmetry. -/
structure IsSymmetricInsulator (a e : ι → ℝ) : Prop where
  weight_pos : ∀ i, 0 < a i
  weight_sum : ∑ i, a i = 1
  energy_ne : ∀ i, e i ≠ 0
  symm : ∃ σ : Equiv.Perm ι, ∀ i, e (σ i) = -e i ∧ a (σ i) = a i

/-- The inverse-square moment of a symmetric insulator is positive. -/
theorem invSqMoment_pos (h : IsSymmetricInsulator a e) : 0 < invSqMoment a e := by
  have hn : Nonempty ι := by
    by_contra hn
    rw [not_nonempty_iff] at hn
    have hs := h.weight_sum
    simp at hs
  refine Finset.sum_pos (fun i _ => ?_) Finset.univ_nonempty
  have h1 := h.weight_pos i
  have h2 := h.energy_ne i
  positivity

/-- If no level sits at zero energy, the slope of the Green function at zero frequency
is `-M`. -/
theorem hasDerivAt_green (he : ∀ i, e i ≠ 0) :
    HasDerivAt (green a e) (-(invSqMoment a e : ℂ)) 0 := by
  have h : ∀ i ∈ Finset.univ, HasDerivAt (fun w : ℂ => (a i : ℂ) / (w - e i))
      (-((a i : ℂ) / (e i : ℂ) ^ 2)) 0 := by
    intro i _
    have hne : (0 : ℂ) - e i ≠ 0 := by simpa using he i
    have h1 := (hasDerivAt_const (0 : ℂ) (a i : ℂ)).fun_div
      ((hasDerivAt_id' (0 : ℂ)).sub_const (e i : ℂ)) hne
    refine h1.congr_deriv ?_
    simp only [zero_sub, zero_mul, mul_one, neg_sq]
    ring
  change HasDerivAt (fun w : ℂ => ∑ i, (a i : ℂ) / (w - e i)) _ 0
  refine (HasDerivAt.fun_sum h).congr_deriv ?_
  simp [invSqMoment, Finset.sum_neg_distrib]

/-- The Green function of a symmetric insulator vanishes at zero frequency with slope `-M`,
and it has no other zero in some neighbourhood of that point. -/
theorem green_simple_zero (h : IsSymmetricInsulator a e) :
    green a e 0 = 0 ∧ HasDerivAt (green a e) (-(invSqMoment a e : ℂ)) 0 ∧
      ∀ᶠ w in 𝓝[≠] (0 : ℂ), green a e w ≠ 0 := by
  have hd := hasDerivAt_green (a := a) h.energy_ne
  have hM : -(invSqMoment a e : ℂ) ≠ 0 :=
    neg_ne_zero.mpr (Complex.ofReal_ne_zero.mpr (invSqMoment_pos h).ne')
  refine ⟨?_, hd, hd.eventually_ne hM⟩
  obtain ⟨σ, hσ⟩ := h.symm
  -- exchanging particles and holes reverses the sign of G(0)
  have h1 : green a e 0 = -green a e 0 := by
    unfold green
    calc ∑ i, (a i : ℂ) / (0 - e i) = ∑ i, (a (σ i) : ℂ) / (0 - e (σ i)) :=
          (Equiv.sum_comp σ (fun i => (a i : ℂ) / (0 - e i))).symm
      _ = -∑ i, (a i : ℂ) / (0 - e i) := by
          rw [← Finset.sum_neg_distrib]
          refine Finset.sum_congr rfl fun i _ => ?_
          rw [(hσ i).1, (hσ i).2]
          simp only [Complex.ofReal_neg, zero_sub, neg_neg, div_neg]
  linear_combination h1 / 2

/-- The deficit `1 - Δ² M` is the spectral average of `1 - Δ²/e²`. -/
theorem gap_identity (h : IsSymmetricInsulator a e) (Δ : ℝ) :
    1 - Δ ^ 2 * invSqMoment a e = ∑ i, a i * (1 - Δ ^ 2 / e i ^ 2) := by
  simp only [mul_sub, mul_one, Finset.sum_sub_distrib, h.weight_sum, invSqMoment,
    Finset.mul_sum]
  congr 1
  exact Finset.sum_congr rfl fun i _ => by ring

/-- Each level at distance at least `Δ` from zero energy contributes a nonnegative amount
to the deficit. -/
theorem gap_term_nonneg (h : IsSymmetricInsulator a e) {Δ : ℝ} (hΔ : 0 ≤ Δ) (i : ι)
    (hi : Δ ≤ |e i|) : 0 ≤ a i * (1 - Δ ^ 2 / e i ^ 2) := by
  have h0 := h.energy_ne i
  have hp : 0 < e i ^ 2 := by positivity
  have h1 : Δ ^ 2 ≤ e i ^ 2 := by
    rw [← sq_abs (e i)]
    exact pow_le_pow_left₀ hΔ hi 2
  have h2 : Δ ^ 2 / e i ^ 2 ≤ 1 := (div_le_one hp).mpr h1
  exact mul_nonneg (h.weight_pos i).le (by linarith)

/-- The self-energy of a symmetric insulator has a pole at zero frequency: `w Σ(w)` tends to
`1/M`, and this weight is at least `Δ²` whenever all levels lie at distance at least `Δ`
from zero energy. -/
theorem mott_pole (h : IsSymmetricInsulator a e) (t : ℝ) :
    Tendsto (fun w : ℂ => w * selfEnergy t a e w) (𝓝[≠] 0)
      (𝓝 ((1 / invSqMoment a e : ℝ) : ℂ)) ∧
    ∀ Δ : ℝ, 0 ≤ Δ → (∀ i, Δ ≤ |e i|) → Δ ^ 2 ≤ 1 / invSqMoment a e := by
  have hMpos := invSqMoment_pos h
  constructor
  · obtain ⟨h0, hd, -⟩ := green_simple_zero h
    have hM : -(invSqMoment a e : ℂ) ≠ 0 :=
      neg_ne_zero.mpr (Complex.ofReal_ne_zero.mpr hMpos.ne')
    -- w / G(w) is the inverse difference quotient of G at zero
    have hs : Tendsto (fun w : ℂ => (slope (green a e) 0 w)⁻¹) (𝓝[≠] 0)
        (𝓝 (-(invSqMoment a e : ℂ))⁻¹) := (hasDerivAt_iff_tendsto_slope.mp hd).inv₀ hM
    have hsl : ∀ w : ℂ, (slope (green a e) 0 w)⁻¹ = w / green a e w := by
      intro w
      rw [slope_def_field, h0, sub_zero, sub_zero, inv_div]
    have hc : Tendsto (green a e) (𝓝[≠] 0) (𝓝 (green a e 0)) :=
      hd.continuousAt.tendsto.mono_left nhdsWithin_le_nhds
    rw [h0] at hc
    have hw : Tendsto (fun w : ℂ => w) (𝓝[≠] 0) (𝓝 0) :=
      tendsto_id.mono_left nhdsWithin_le_nhds
    have hv : ((1 / invSqMoment a e : ℝ) : ℂ)
        = 0 * 0 - (t : ℂ) ^ 2 * (0 * 0) - (-(invSqMoment a e : ℂ))⁻¹ := by
      push_cast
      rw [inv_neg]
      ring
    rw [hv]
    refine Tendsto.congr (fun w => ?_)
      (((hw.mul hw).sub ((hw.mul hc).const_mul ((t : ℂ) ^ 2))).sub hs)
    simp only [selfEnergy, hsl w]
    ring
  · intro Δ hΔ hgap
    have h1 : 0 ≤ 1 - Δ ^ 2 * invSqMoment a e := by
      rw [gap_identity h Δ]
      exact Finset.sum_nonneg fun i _ => gap_term_nonneg h hΔ i (hgap i)
    rw [le_div_iff₀ hMpos]
    linarith

/-- For levels at distance at least `Δ` from zero energy, the pole weight `1/M` equals `Δ²`
exactly when every level lies at `Δ` or `-Δ`. -/
theorem pole_weight_eq_iff (h : IsSymmetricInsulator a e) {Δ : ℝ} (hΔ : 0 ≤ Δ)
    (hgap : ∀ i, Δ ≤ |e i|) : 1 / invSqMoment a e = Δ ^ 2 ↔ ∀ i, |e i| = Δ := by
  have hM := invSqMoment_pos h
  constructor
  · intro hE i
    have hz : ∑ i, a i * (1 - Δ ^ 2 / e i ^ 2) = 0 := by
      rw [← gap_identity h Δ, ← hE, one_div_mul_cancel hM.ne', sub_self]
    -- a vanishing sum of nonnegative terms vanishes term by term
    have hi := (Finset.sum_eq_zero_iff_of_nonneg
      (fun i _ => gap_term_nonneg h hΔ i (hgap i))).mp hz i (Finset.mem_univ i)
    have h1 := (mul_eq_zero.mp hi).resolve_left (h.weight_pos i).ne'
    have h2 : Δ ^ 2 = e i ^ 2 :=
      (div_eq_one_iff_eq (pow_ne_zero 2 (h.energy_ne i))).mp (by linarith)
    rw [← abs_of_nonneg hΔ]
    exact (sq_eq_sq_iff_abs_eq_abs _ _).mp h2.symm
  · intro hE
    have hz : 1 - Δ ^ 2 * invSqMoment a e = 0 := by
      rw [gap_identity h Δ]
      refine Finset.sum_eq_zero fun i _ => ?_
      rw [← hE i, sq_abs, div_self (pow_ne_zero 2 (h.energy_ne i)), sub_self, mul_zero]
    rw [div_eq_iff hM.ne']
    linarith

/-- If no level sits at zero energy and the Green function does not vanish at zero frequency,
then `w Σ(w)` tends to zero there. -/
theorem no_pole_of_green_ne_zero (he : ∀ i, e i ≠ 0) (h0 : green a e 0 ≠ 0) (t : ℝ) :
    Tendsto (fun w : ℂ => w * selfEnergy t a e w) (𝓝[≠] 0) (𝓝 0) := by
  have hc : Tendsto (green a e) (𝓝[≠] 0) (𝓝 (green a e 0)) :=
    (hasDerivAt_green he).continuousAt.tendsto.mono_left nhdsWithin_le_nhds
  have hw : Tendsto (fun w : ℂ => w) (𝓝[≠] 0) (𝓝 0) :=
    tendsto_id.mono_left nhdsWithin_le_nhds
  have hl := hw.mul ((hw.sub (hc.const_mul ((t : ℂ) ^ 2))).sub (hc.inv₀ h0))
  rw [zero_mul] at hl
  refine Tendsto.congr (fun w => ?_) hl
  simp only [selfEnergy, one_div]

/-- The half-filled Hubbard atom, with levels `U/2` and `-U/2` of equal weight, is a symmetric
insulator for `U ≠ 0`. -/
theorem hubbardAtom_witness {U : ℝ} (hU : U ≠ 0) :
    IsSymmetricInsulator ![1 / 2, 1 / 2] ![U / 2, -(U / 2)] where
  weight_pos := by intro i; fin_cases i <;> simp
  weight_sum := by norm_num [Fin.sum_univ_two]
  energy_ne := by intro i; fin_cases i <;> simp [hU]
  symm := ⟨Equiv.swap 0 1, by intro i; fin_cases i <;> simp⟩

/-- For the Hubbard atom without hopping, `w Σ(w) = U²/4` at every frequency away from zero
and from the two levels. -/
theorem hubbardAtom_selfEnergy (U : ℝ) {w : ℂ} (hw : w ≠ 0) (h1 : w - U / 2 ≠ 0)
    (h2 : w + U / 2 ≠ 0) :
    w * selfEnergy 0 ![1 / 2, 1 / 2] ![U / 2, -(U / 2)] w = (U : ℂ) ^ 2 / 4 := by
  have hG : green ![1 / 2, 1 / 2] ![U / 2, -(U / 2)] w
      = w / ((w - U / 2) * (w + U / 2)) := by
    have hs : green ![1 / 2, 1 / 2] ![U / 2, -(U / 2)] w
        = (1 / 2) / (w - U / 2) + (1 / 2) / (w + U / 2) := by
      simp [green, Fin.sum_univ_two]
    rw [hs, div_add_div _ _ h1 h2]
    congr 1
    ring
  unfold selfEnergy
  rw [hG, one_div_div]
  simp only [Complex.ofReal_zero, ne_eq, OfNat.ofNat_ne_zero, not_false_eq_true, zero_pow,
    zero_mul, sub_zero]
  field_simp
  ring

end

end MottSelfEnergyPole
```

```lean
#print axioms MottSelfEnergyPole.mott_pole
-- 'MottSelfEnergyPole.mott_pole' depends on axioms: [propext, Classical.choice, Quot.sound]
#print axioms MottSelfEnergyPole.pole_weight_eq_iff
-- 'MottSelfEnergyPole.pole_weight_eq_iff' depends on axioms: [propext, Classical.choice, Quot.sound]
#print axioms MottSelfEnergyPole.no_pole_of_green_ne_zero
-- 'MottSelfEnergyPole.no_pole_of_green_ne_zero' depends on axioms: [propext, Classical.choice, Quot.sound]
#print axioms MottSelfEnergyPole.hubbardAtom_selfEnergy
-- 'MottSelfEnergyPole.hubbardAtom_selfEnergy' depends on axioms: [propext, Classical.choice, Quot.sound]
```

## A pole weight read from the spectrum

The local Green function is a finite sum of poles,
$$G(w)=\sum_i \frac{a_i}{w-e_i},$$
with real energies $e_i$, weights $a_i$ and complex frequency $w$. Write $M=\sum_i a_i/e_i^2$ and
$$\Sigma(w)=w-t^2G(w)-\frac1{G(w)},$$
where the real parameter $t$ sets the hopping $t/\sqrt z$ between neighbours on a Bethe lattice whose coordination number $z$ goes to infinity. These are `green`, `invSqMoment` and `selfEnergy`.

The theorem `mott_pole` says that for a symmetric insulator $w\Sigma(w)\to 1/M$ as $w\to0$. The filter `𝓝[≠] 0` means that $w$ approaches zero from any direction in the complex plane, the Matsubara axis included, without being equal to zero. Since $\Sigma$ is a rational function and $1/M>0$, this limit is the residue of a simple pole. The second half of the theorem says that $\Delta^2\le 1/M$ for every $\Delta\ge0$ with $\Delta\le|e_i|$ for all $i$. The best choice is $\Delta=\min_i|e_i|$, half the gap by symmetry. By `pole_weight_eq_iff`, equality holds exactly when every level lies at $\pm\Delta$.

## The insulator as a hypothesis

The structure `IsSymmetricInsulator` collects four conditions:

- `weight_pos`: each $a_i$ is positive, as spectral weight is.
- `weight_sum`: the weights sum to 1, the normalisation that follows from the fermionic anticommutator.
- `energy_ne`: no level lies at the chemical potential. With finitely many levels, this already means a gap.
- `symm`: a permutation $\sigma$ of the levels satisfies $e_{\sigma(i)}=-e_i$ and $a_{\sigma(i)}=a_i$. This is particle-hole symmetry, as in the half-filled Hubbard model without magnetic or charge order and with hopping only between the two sublattices of a bipartite lattice.

The index type `ι` is any finite type, and energies may coincide. Frequency is measured from the chemical potential $\mu$, the centre of the non-interacting band is at zero energy, and $\Sigma$ here denotes the full self-energy minus $\mu$. In the half-filled Hubbard model with on-site interaction $U$, $\mu=U/2$ equals the constant Hartree shift, so the two cancel. A constant in $\Sigma$ does not affect the limit of $w\Sigma(w)$ at zero.

The formula for $\Sigma$ combines Dyson's equation with the Bethe-lattice hybridisation $t^2G$. The spectrum is an input: no impurity problem is solved, no Mott transition is derived, and continuous Hubbard bands are not covered. The weight $1/M$ contains no explicit $t$, but in a DMFT calculation the spectrum depends on it. For $t\ne0$ a finite set of levels can only approximate a DMFT solution: at each level the term $-t^2G$ gives $\Sigma$ a pole of negative weight, which a causal self-energy does not have.

For a Bethe-lattice DMFT calculation whose Green function is represented by finitely many symmetric poles away from zero, and whose hybridisation function has no pole at zero, $1/M$ gives a check on the pole weight of the self-energy without a fit at small frequency.

## A simple zero of G becomes a pole of Σ

**The value at zero.** We have $G(0)=-\sum_i a_i/e_i$. Relabelling the sum by $\sigma$ gives
$$\sum_i\frac{a_i}{e_i}=\sum_i\frac{a_{\sigma(i)}}{e_{\sigma(i)}}=-\sum_i\frac{a_i}{e_i},$$
so $G(0)=0$. In `green_simple_zero` the relabelling is `Equiv.sum_comp`, and `linear_combination h1 / 2` concludes from $G(0)=-G(0)$.

**The slope.** Each term has derivative $-a_i/(w-e_i)^2$, which is $-a_i/e_i^2$ at $w=0$. Summing gives $G'(0)=-M$, which is `hasDerivAt_green`; it needs only nonzero energies. In `invSqMoment_pos`, $M>0$ because every term is positive and there is at least one level, since an empty sum of weights could not be 1. The nonzero slope also excludes other zeros of $G$ close to $w=0$.

**The limit.** Because $G(0)=0$, the difference quotient of $G$ at zero is $G(w)/w$, which tends to $-M$. Its inverse $w/G(w)$ therefore tends to $-1/M$, and
$$w\Sigma(w)=w^2-t^2\,wG(w)-\frac{w}{G(w)}\;\longrightarrow\;0-0+\frac1M.$$
In `mott_pole` the quotient is Mathlib's `slope`, the inversion is `inv₀`, and `Tendsto.congr` identifies the combined expression with $w\Sigma(w)$.

**The bound.** Since the weights sum to 1,
$$1-\Delta^2M=\sum_i a_i\left(1-\frac{\Delta^2}{e_i^2}\right).$$
This is `gap_identity`. If $\Delta\le|e_i|$ for all $i$, every term is nonnegative (`gap_term_nonneg`), so $\Delta^2M\le1$, and division by $M$ gives the bound. If equality holds, a sum of nonnegative terms vanishes, so each term does. As $a_i>0$, this forces $e_i^2=\Delta^2$, hence $|e_i|=\Delta$. Conversely, if all $|e_i|=\Delta$, every term is zero and $1/M=\Delta^2$.

## The Hubbard atom

An isolated half-filled site with equal occupation of the two spins, on-site interaction $U\ne0$ and $\mu=U/2$ has, for each spin, levels $\pm U/2$ of weight $1/2$ each; `hubbardAtom_witness` checks the four conditions. Here
$$G(w)=\frac{1/2}{w-U/2}+\frac{1/2}{w+U/2}=\frac{w}{w^2-U^2/4}.$$
With $t=0$ this gives
$$\Sigma(w)=w-\frac{w^2-U^2/4}{w}=\frac{U^2}{4w}.$$
So $w\Sigma(w)=U^2/4$ at every frequency other than zero and the two levels, as `hubbardAtom_selfEnergy` states; its proof puts $G$ over a common denominator and simplifies. All levels lie at distance $|U|/2$ from zero, so this is the case of equality in the bound.

## A gap without the symmetry

A gap alone does not put a pole at zero frequency. Take a single level with $a_1=1$ and $e_1=1$, which satisfies every condition except `symm`. At $t=0$ this is an isolated site whose level lies above the chemical potential; for $t\ne0$ it is only an algebraic example, since $\Sigma$ then has a pole of negative weight at $w=1$. Then $M=1$, but $G(w)=1/(w-1)$ gives $G(0)=-1$ and
$$w\Sigma(w)=w\left(1-\frac{t^2}{w-1}\right)\longrightarrow0,$$
not $1/M=1$.

The theorem `no_pole_of_green_ne_zero` covers the general case: if no level is at zero energy and $G(0)\ne0$, then $1/G$ stays finite near zero. The bracket in $w\,(w-t^2G-1/G)$ then has a finite limit, and the factor $w$ sends the product to zero. The self-energy can still have a pole elsewhere in the gap. If there are levels on both sides of zero, then $G$ falls from $+\infty$ to $-\infty$ as real $w$ runs between the two nearest ones, and $\Sigma$ has a pole where $G$ crosses zero.
